# Two two-level fragments that repel when both are excited: the projected energy of truncated coupled cluster lies below the exact ground state

## How can the energy come out too low?

I have two identical two-level fragments that repel each other when both are excited. I treat them by truncated coupled cluster, with an amplitude $t$ for exciting each fragment and no separate amplitude for exciting both. As the energy I take the number that the projected equations give, not the expectation value of the Hamiltonian. Each fragment has

$$h=\begin{pmatrix}0&K\\K&D\end{pmatrix},$$

and the pair has $H=h\otimes 1+1\otimes h+uP$, where $D$ is the energy of a fragment's excited level relative to its reference level, $K$ couples the two levels, and $P$ projects onto the state with both fragments in the excited level. With $K=-2$, $D=3$ and $u=5$ I get a coupled-cluster energy of $-2$, but diagonalising $H$ gives a lowest eigenvalue of about $-1.88$. The coupled-cluster wavefunction is a perfectly good vector in the same four-dimensional space. How can its energy lie below the ground state, and is this an accident of my numbers?

## The amplitude equations never see the repulsion

It is no accident, and it follows from the energy you chose. The projected energy is fixed by some rows of the Schrödinger equation, so the variational principle doesn't protect it. For every $u>0$, and for the amplitude $t$ with $Kt<0$, it lies strictly below the lowest eigenvalue $E_0$. The expectation value in the same state does lie at or above $E_0$.

**The projected equations.** Write $x_{ij}$ for the component with fragment 1 in level $i$ and fragment 2 in level $j$, where 0 is the reference level. Then

$$\begin{aligned}
(Hx)_{00}&=K(x_{10}+x_{01}),\\
(Hx)_{10}&=Kx_{00}+Dx_{10}+Kx_{11},\\
(Hx)_{01}&=Kx_{00}+Dx_{01}+Kx_{11},\\
(Hx)_{11}&=K(x_{10}+x_{01})+(2D+u)x_{11}.
\end{aligned}$$

The coupled-cluster state is $\psi=(1,t)\otimes(1,t)$, with components $1,t,t,t^2$. The reference row of $H\psi=E\psi$ gives $E=2Kt$. Either singly excited row gives $K+Dt+Kt^2=Et=2Kt^2$, that is,

$$K+Dt-Kt^2=0.$$

The shift $u$ occurs only in the doubly excited row, which is not imposed. For $K\neq0$ the two roots have product $-1$, so exactly one has $Kt<0$, namely the one with $Kt=\tfrac12\bigl(D-\sqrt{D^2+4K^2}\bigr)$. In your example $t=1/2$ and $2Kt=-2$.

**The lower bound.** Put $g=D-Kt$. The amplitude equation gives $K=-gt$ and $D=g(1-t^2)$. Hence $Kt=-gt^2$, and $Kt<0$ forces $g>0$. For one fragment,

$$h-Kt\,1=g\begin{pmatrix}t^2&-t\\-t&1\end{pmatrix},$$

whose quadratic form is $g(y_1-ty_0)^2$. Adding both fragments, each with the other in either level, gives

$$\begin{aligned}x\cdot Hx-2Kt\,x\cdot x={}&g\bigl[(x_{10}-tx_{00})^2+(x_{01}-tx_{00})^2\\&+(x_{11}-tx_{10})^2+(x_{11}-tx_{01})^2\bigr]+u\,x_{11}^2.\end{aligned}$$

For $u>0$ the right side is never negative. If it vanishes, then $x_{11}=0$, next $x_{10}=x_{01}=0$, and finally $x_{00}=0$, because $t\neq0$. Every nonzero state therefore has an expectation value above $2Kt$, and so does the ground state.

**The upper bound.** By the amplitude equation, $H\psi$ differs from $2Kt\,\psi$ only in the doubly excited component, by $ut^2$. Since $\psi\cdot\psi=(1+t^2)^2$, the normalised expectation value is

$$\frac{\psi\cdot H\psi}{\psi\cdot\psi}=2Kt+\frac{u\,t^4}{(1+t^2)^2},$$

and the variational principle puts $E_0$ at or below it. Your numbers give $-2<E_0\le-1.8$. For $u<0$ the same bound shows that $E_0<2Kt$.

Here is the argument in Lean 4 with Mathlib.

```lean
import Mathlib

open Matrix
open scoped Kronecker

namespace CoupledClusterBelowGroundState

noncomputable section

/-- The Hamiltonian of one two-level fragment, with coupling `K` and excitation energy `D`. -/
def fragment (K D : ℝ) : Matrix (Fin 2) (Fin 2) ℝ := !![0, K; K, D]

/-- The projector of one fragment onto its excited level. -/
def excited : Matrix (Fin 2) (Fin 2) ℝ := !![0, 0; 0, 1]

/-- Two identical fragments whose doubly excited state is shifted in energy by `u`. -/
def pairH (K D u : ℝ) : Matrix (Fin 2 × Fin 2) (Fin 2 × Fin 2) ℝ :=
  fragment K D ⊗ₖ 1 + 1 ⊗ₖ fragment K D + u • (excited ⊗ₖ excited)

/-- The coupled-cluster state with amplitude `t` for the excitation of each fragment:
the product of `(1, t)` with itself. -/
def ccState (t : ℝ) : Fin 2 × Fin 2 → ℝ := fun p => ![1, t] p.1 * ![1, t] p.2

/-- The projected coupled-cluster equations: the Schrödinger equation for the coupled-cluster
state holds on the reference and on the two singly excited states. -/
def ProjectedCC (K D u t E : ℝ) : Prop :=
  (pairH K D u *ᵥ ccState t) (0, 0) = E * ccState t (0, 0) ∧
  (pairH K D u *ᵥ ccState t) (1, 0) = E * ccState t (1, 0) ∧
  (pairH K D u *ᵥ ccState t) (0, 1) = E * ccState t (0, 1)

/-- `E` is an eigenvalue of the Hamiltonian of the pair. -/
def IsEnergy (K D u E : ℝ) : Prop :=
  ∃ x : Fin 2 × Fin 2 → ℝ, x ≠ 0 ∧ pairH K D u *ᵥ x = E • x

/-- The action of the Hamiltonian of the pair, component by component. -/
theorem pairH_mulVec (K D u : ℝ) (x : Fin 2 × Fin 2 → ℝ) :
    (pairH K D u *ᵥ x) (0, 0) = K * x (1, 0) + K * x (0, 1) ∧
    (pairH K D u *ᵥ x) (1, 0) = K * x (0, 0) + D * x (1, 0) + K * x (1, 1) ∧
    (pairH K D u *ᵥ x) (0, 1) = K * x (0, 0) + D * x (0, 1) + K * x (1, 1) ∧
    (pairH K D u *ᵥ x) (1, 1) = K * x (1, 0) + K * x (0, 1) + (2 * D + u) * x (1, 1) := by
  refine ⟨?_, ?_, ?_, ?_⟩ <;>
    simp [pairH, fragment, excited, Matrix.mulVec, dotProduct, Fintype.sum_prod_type,
      Fin.sum_univ_two, Matrix.one_apply] <;> ring

/-- The projected equations amount to the energy `2Kt` and a quadratic equation for the
amplitude; the shift `u` appears in neither. -/
theorem projectedCC_iff (K D u t E : ℝ) :
    ProjectedCC K D u t E ↔ E = 2 * K * t ∧ K + D * t - K * t ^ 2 = 0 := by
  obtain ⟨h00, h10, h01, -⟩ := pairH_mulVec K D u (ccState t)
  unfold ProjectedCC
  rw [h00, h10, h01]
  simp only [ccState, Matrix.cons_val_zero, Matrix.cons_val_one]
  constructor
  · rintro ⟨h0, h1, -⟩
    exact ⟨by linear_combination -h0, by linear_combination h1 - t * h0⟩
  · rintro ⟨rfl, h⟩
    exact ⟨by ring, by linear_combination h, by linear_combination h⟩

/-- For nonzero coupling exactly one solution `t` of the amplitude equation has `Kt < 0`. -/
theorem existsUnique_amplitude (K D : ℝ) (hK : K ≠ 0) :
    ∃! t : ℝ, K + D * t - K * t ^ 2 = 0 ∧ K * t < 0 := by
  have hK2 : 0 < K ^ 2 := by positivity
  have hs := Real.sq_sqrt (show 0 ≤ D ^ 2 + 4 * K ^ 2 by positivity)
  have hlt : D < √(D ^ 2 + 4 * K ^ 2) := Real.lt_sqrt_of_sq_lt (by linarith)
  generalize √(D ^ 2 + 4 * K ^ 2) = s at hs hlt
  have hKt : K * ((D - s) / (2 * K)) = (D - s) / 2 := by field_simp
  generalize (D - s) / (2 * K) = t at hKt
  have ht : K + D * t - K * t ^ 2 = 0 := by
    apply mul_left_cancel₀ hK
    linear_combination (D - K * t - (D - s) / 2) * hKt - hs / 4
  have hneg : K * t < 0 := by linarith
  refine ⟨t, ⟨ht, hneg⟩, ?_⟩
  rintro y ⟨hy, hyneg⟩
  by_contra hne
  -- two different roots have product -1, so they cannot both give a negative energy
  have hsum : D - K * (y + t) = 0 := by
    apply mul_left_cancel₀ (sub_ne_zero.mpr hne)
    linear_combination hy - ht
  have hprod : (K * y) * (K * t) = -K ^ 2 := by
    linear_combination K * ht - K * t * hsum
  linarith [mul_pos_of_neg_of_neg hyneg hneg]

/-- For a repulsive shift `u > 0` and the solution `t` of the amplitude equation with `Kt < 0`,
every nonzero state has an energy expectation value strictly above the coupled-cluster energy `2Kt`.
-/
theorem cc_lt_expectation {K D u t : ℝ} (hu : 0 < u) (hcc : K + D * t - K * t ^ 2 = 0)
    (hneg : K * t < 0) {x : Fin 2 × Fin 2 → ℝ} (hx : x ≠ 0) :
    2 * K * t * (x ⬝ᵥ x) < x ⬝ᵥ (pairH K D u *ᵥ x) := by
  have ht : t ≠ 0 := by
    rintro rfl
    simp at hneg
  -- g = D - K * t is the upper eigenvalue of a fragment; K and D are expressed through g and t
  obtain ⟨g, hgK, hgD⟩ : ∃ g, K = -(g * t) ∧ D = g * (1 - t ^ 2) :=
    ⟨D - K * t, by linear_combination hcc, by linear_combination t * hcc⟩
  have hg : 0 < g := by
    by_contra h
    have h1 := mul_nonneg (neg_nonneg.mpr (not_lt.mp h)) (sq_nonneg t)
    rw [hgK] at hneg
    linarith
  obtain ⟨h00, h10, h01, h11⟩ := pairH_mulVec K D u x
  have key : x ⬝ᵥ (pairH K D u *ᵥ x) - 2 * K * t * (x ⬝ᵥ x) =
      g * ((x (1, 0) - t * x (0, 0)) ^ 2 + (x (0, 1) - t * x (0, 0)) ^ 2 +
        (x (1, 1) - t * x (1, 0)) ^ 2 + (x (1, 1) - t * x (0, 1)) ^ 2) +
      u * x (1, 1) ^ 2 := by
    simp only [dotProduct, Fintype.sum_prod_type, Fin.sum_univ_two, h00, h10, h01, h11]
    rw [hgK, hgD]
    ring
  by_contra hle
  have hd : x (1, 1) = 0 := by
    by_contra hd
    have h1 : 0 < u * x (1, 1) ^ 2 := by positivity
    have h2 : 0 ≤ g * ((x (1, 0) - t * x (0, 0)) ^ 2 + (x (0, 1) - t * x (0, 0)) ^ 2 +
        (x (1, 1) - t * x (1, 0)) ^ 2 + (x (1, 1) - t * x (0, 1)) ^ 2) := by positivity
    linarith
  rw [hd] at key
  have hS : (x (1, 0) - t * x (0, 0)) ^ 2 + (x (0, 1) - t * x (0, 0)) ^ 2 +
      (0 - t * x (1, 0)) ^ 2 + (0 - t * x (0, 1)) ^ 2 ≤ 0 := by
    by_contra h
    have h1 := mul_pos hg (not_le.mp h)
    linarith
  have s1 := sq_nonneg (x (1, 0) - t * x (0, 0))
  have s2 := sq_nonneg (x (0, 1) - t * x (0, 0))
  have s3 := sq_nonneg (0 - t * x (1, 0))
  have s4 := sq_nonneg (0 - t * x (0, 1))
  have e1 := (pow_eq_zero_iff two_ne_zero).mp (le_antisymm (by linarith) s1)
  have e3 := (pow_eq_zero_iff two_ne_zero).mp (le_antisymm (by linarith) s3)
  have e4 := (pow_eq_zero_iff two_ne_zero).mp (le_antisymm (by linarith) s4)
  -- without the doubly excited component all the others vanish in turn
  have hb : x (1, 0) = 0 := (mul_eq_zero.mp (by linarith)).resolve_left ht
  have hc : x (0, 1) = 0 := (mul_eq_zero.mp (by linarith)).resolve_left ht
  have ha : x (0, 0) = 0 := (mul_eq_zero.mp (by linarith)).resolve_left ht
  apply hx
  funext p
  obtain ⟨i, j⟩ := p
  fin_cases i <;> fin_cases j
  exacts [ha, hc, hb, hd]

/-- If `t` solves the amplitude equation, the normalised energy expectation value of the
coupled-cluster state differs from the projected energy `2Kt` by `u` times the weight of the doubly
excited state. -/
theorem ccState_expectation {K D t : ℝ} (u : ℝ) (hcc : K + D * t - K * t ^ 2 = 0) :
    ccState t ⬝ᵥ (pairH K D u *ᵥ ccState t) =
      (2 * K * t + u * t ^ 4 / (1 + t ^ 2) ^ 2) * (ccState t ⬝ᵥ ccState t) := by
  obtain ⟨h00, h10, h01, h11⟩ := pairH_mulVec K D u (ccState t)
  have hn : ccState t ⬝ᵥ ccState t = (1 + t ^ 2) ^ 2 := by
    simp only [dotProduct, Fintype.sum_prod_type, Fin.sum_univ_two, ccState,
      Matrix.cons_val_zero, Matrix.cons_val_one]
    ring
  rw [hn, add_mul, div_mul_cancel₀ _ (by positivity)]
  simp only [dotProduct, Fintype.sum_prod_type, Fin.sum_univ_two, h00, h10, h01, h11]
  simp only [ccState, Matrix.cons_val_zero, Matrix.cons_val_one]
  linear_combination 2 * t * (1 + t ^ 2) * hcc

/-- If `t` solves the amplitude equation, some eigenvalue lies no higher than
`2Kt + u t⁴ / (1 + t²)²`, the normalised expectation value of the coupled-cluster state. -/
theorem exists_energy_le {K D t : ℝ} (u : ℝ) (hcc : K + D * t - K * t ^ 2 = 0) :
    ∃ E, IsEnergy K D u E ∧ E ≤ 2 * K * t + u * t ^ 4 / (1 + t ^ 2) ^ 2 := by
  have hexp := ccState_expectation u hcc
  generalize 2 * K * t + u * t ^ 4 / (1 + t ^ 2) ^ 2 = c at hexp ⊢
  by_contra hno
  have hA : (pairH K D u - c • 1).IsHermitian := by
    apply Matrix.IsHermitian.ext
    rintro ⟨i, j⟩ ⟨k, l⟩
    fin_cases i <;> fin_cases j <;> fin_cases k <;> fin_cases l <;>
      simp [pairH, fragment, excited]
  -- otherwise the Hamiltonian shifted by c would be positive definite
  have hpd : (pairH K D u - c • 1).PosDef := by
    refine hA.posDef_iff_eigenvalues_pos.mpr fun i => ?_
    by_contra hi
    have hv := hA.mulVec_eigenvectorBasis i
    rw [Matrix.sub_mulVec, Matrix.smul_mulVec, Matrix.one_mulVec] at hv
    refine hno ⟨hA.eigenvalues i + c, ⟨(hA.eigenvectorBasis i).ofLp, ?_, ?_⟩, by linarith⟩
    · intro h0
      apply hA.eigenvectorBasis.orthonormal.ne_zero i
      ext j
      exact congrFun h0 j
    · rw [add_smul]
      exact sub_eq_iff_eq_add.mp hv
  have hψ : ccState t ≠ 0 := by
    intro h
    have h0 := congrFun h (0, 0)
    simp [ccState] at h0
  have hpos := hpd.dotProduct_mulVec_pos hψ
  rw [star_trivial, Matrix.sub_mulVec, Matrix.smul_mulVec, Matrix.one_mulVec,
    dotProduct_sub, dotProduct_smul, smul_eq_mul, hexp, sub_self] at hpos
  exact lt_irrefl _ hpos

/-- For `u > 0` and the solution `t` of the amplitude equation with `Kt < 0`, the projected
coupled-cluster energy `2Kt` lies strictly below the lowest eigenvalue `E₀`, by at most
`u t⁴ / (1 + t²)²`. -/
theorem cc_below_ground_state {K D u t E₀ : ℝ} (hu : 0 < u)
    (hcc : K + D * t - K * t ^ 2 = 0) (hneg : K * t < 0)
    (h₀ : IsLeast {E | IsEnergy K D u E} E₀) :
    2 * K * t < E₀ ∧ E₀ ≤ 2 * K * t + u * t ^ 4 / (1 + t ^ 2) ^ 2 := by
  constructor
  · obtain ⟨x, hx, hE⟩ := h₀.1
    have h := cc_lt_expectation hu hcc hneg hx
    rw [hE, dotProduct_smul, smul_eq_mul] at h
    have hn : 0 ≤ x ⬝ᵥ x := Finset.sum_nonneg fun i _ => mul_self_nonneg (x i)
    exact lt_of_mul_lt_mul_right h hn
  · obtain ⟨E, hE, hle⟩ := exists_energy_le u hcc
    exact (h₀.2 hE).trans hle

/-- For an attractive shift `u < 0` and the solution `t` of the amplitude equation with `Kt < 0`,
the lowest eigenvalue lies strictly below the projected coupled-cluster energy. -/
theorem ground_state_below_cc {K D u t E₀ : ℝ} (hu : u < 0)
    (hcc : K + D * t - K * t ^ 2 = 0) (hneg : K * t < 0)
    (h₀ : IsLeast {E | IsEnergy K D u E} E₀) : E₀ < 2 * K * t := by
  have ht : t ≠ 0 := by
    rintro rfl
    simp at hneg
  obtain ⟨E, hE, hle⟩ := exists_energy_le u hcc
  have hshift : u * t ^ 4 / (1 + t ^ 2) ^ 2 < 0 :=
    div_neg_of_neg_of_pos (mul_neg_of_neg_of_pos hu (by positivity)) (by positivity)
  linarith [h₀.2 hE]

end

end CoupledClusterBelowGroundState
```

```lean
#print axioms CoupledClusterBelowGroundState.projectedCC_iff
-- 'CoupledClusterBelowGroundState.projectedCC_iff' depends on axioms: [propext, Classical.choice, Quot.sound]
#print axioms CoupledClusterBelowGroundState.existsUnique_amplitude
-- 'CoupledClusterBelowGroundState.existsUnique_amplitude' depends on axioms: [propext, Classical.choice, Quot.sound]
#print axioms CoupledClusterBelowGroundState.cc_below_ground_state
-- 'CoupledClusterBelowGroundState.cc_below_ground_state' depends on axioms: [propext, Classical.choice, Quot.sound]
#print axioms CoupledClusterBelowGroundState.ground_state_below_cc
-- 'CoupledClusterBelowGroundState.ground_state_below_cc' depends on axioms: [propext, Classical.choice, Quot.sound]
```

**What the statements say.** `pairH K D u` is $H$, a real matrix indexed by pairs of levels, and `excited ⊗ₖ excited` is $P$. The word "excited" is a label for level 1: `D` may have either sign or be zero. "Singly" and "doubly" count excited fragments, not electrons: for a hydrogen molecule in a minimal basis, with the Hartree–Fock determinant as level 0, level 1 has both electrons promoted. `ccState t` is the unnormalised product state, with reference component 1. `ProjectedCC` holds the three imposed rows. `IsEnergy K D u E` says that some nonzero real vector is an eigenvector with eigenvalue `E`; real vectors are enough for a real symmetric matrix.

The main theorem, `cc_below_ground_state`, takes $u>0$, the amplitude equation, $Kt<0$ and a number `E₀` that is the least element of the set of eigenvalues. It concludes both bounds. A nonzero coupling is implied by $Kt<0$. That a least eigenvalue exists is assumed through `h₀`; for a finite symmetric matrix it always does. The companion theorem `ground_state_below_cc` treats $u<0$.

The coupled-cluster method here is truncated: its amplitudes excite one fragment at a time. With a further amplitude for the joint excitation, and the doubly excited row imposed as well, the equations would, for $K\neq0$, have the exact ground state among their solutions. The state gives both fragments the same amplitude, so solutions with unequal amplitudes are left aside. The step from here to two real molecules is the assumption that each has only two levels and that their whole interaction is one energy shift of the doubly excited state.

For electronic-structure work, this four-state model with $u>0$ is a concrete case in which a projected coupled-cluster energy can't serve as an upper bound to the exact one.

**How the lemmas fit together.** `pairH_mulVec` computes the four rows. `projectedCC_iff` reduces the projected equations to the energy formula and the quadratic, in both directions. `existsUnique_amplitude` supplies the explicit root; for uniqueness it shows that two different roots $y$ and $t$ satisfy $(Ky)(Kt)=-K^2$, which is impossible if both factors are negative.

`cc_lt_expectation` is the lower bound for an arbitrary nonzero vector. Its step `key` is the sum of squares above, and the lines after it make the components vanish in the order given there. `ccState_expectation` is the expectation value, stated with the factor $\psi\cdot\psi$ multiplied out.

`exists_energy_le` is the variational principle, argued by contradiction. Let $c$ be the normalised expectation value. If no eigenvalue were at or below $c$, all eigenvalues of $H-c\,1$ would be positive, and by `posDef_iff_eigenvalues_pos` the matrix would be positive definite. But $\psi\cdot(H-c\,1)\psi=0$ with $\psi\neq0$. The main theorem then applies the first bound to a ground-state eigenvector, cancels $x\cdot x$, and takes the second bound from the leastness of `E₀`.

**A closer look at `obtain` and `ring`.** The sum of squares is not an identity in free variables $K$, $D$ and $t$; it holds only when the amplitude equation does. The tactic `ring` proves identities that hold for all values and does not use hypotheses. The proof therefore first solves the constraint: `obtain ⟨g, hgK, hgD⟩` introduces $g$ together with the equations $K=-gt$ and $D=g(1-t^2)$, and two calls of `linear_combination` derive these from `hcc`. After `rw [hgK, hgD]` only $g$, $t$, $u$ and the components of $x$ remain, all of them free, and `ring` closes the goal. The new variable also has a physical meaning: $g=D-Kt$ is the upper eigenvalue of a fragment, whose lower eigenvalue is $Kt$.

**Very strong repulsion.** As $u\to\infty$ the doubly excited state drops out of the ground state. Diagonalising what remains gives $E_0\to\tfrac12\bigl(D-\sqrt{D^2+8K^2}\bigr)$, about $-1.70$ for your $K$ and $D$. The coupled-cluster energy stays at $-2$ throughout, so its error levels off at about $0.30$, while the upper bound grows without limit and says nothing useful there.
